# Moments up to order $2n$ from $n$ Lanczos recursion steps

Let $A$ be a symmetric operator and $q_0,q_1,q_2$ orthonormal states with $Aq_0=a_0q_0+b_1q_1$ and $Aq_1=b_1q_0+a_1q_1+b_2q_2$, where the coefficients are real. The moments $m_k=\langle q_0,A^kq_0\rangle$ are then

$$m_1=a_0,\qquad m_2=a_0^2+b_1^2,\qquad m_3=a_0^3+2a_0b_1^2+a_1b_1^2,$$
$$m_4=m_2^2+b_1^2(a_0+a_1)^2+b_1^2b_2^2.$$

More generally, $n$ recursion steps determine all moments up to order $2n$. For a non-interacting tight-binding Hamiltonian on finitely many orthonormal orbitals, with $q_0$ one of them, these are the moments of the local density of states.

## The operator and its recursion

```lean
import Mathlib

open Finset

namespace RecursionMethodMoments

noncomputable section

variable {E F : Type*} [NormedAddCommGroup E] [InnerProductSpace ℂ E]
  [NormedAddCommGroup F] [InnerProductSpace ℂ F]
```

`E` and `F` are complex inner product spaces of any dimension.

```lean
/-- The moment of order `k` of the operator `A` in the state `ψ`, that is `⟨ψ, A^k ψ⟩`. -/
def moment (A : E →ₗ[ℂ] E) (ψ : E) (k : ℕ) : ℂ := inner ℂ ψ ((A ^ k) ψ)
```

`A : E →ₗ[ℂ] E` is a linear operator defined on all of `E`. The moment is a complex number, so its reality has to come out of the proof.

```lean
/-- A symmetric operator `A` with orthonormal states `q 0, …, q n` that obey the three-term
recursion with on-site terms `a j` and couplings `b j` for all sites before the last. -/
structure LanczosChain (A : E →ₗ[ℂ] E) (q : ℕ → E) (a b : ℕ → ℝ) (n : ℕ) : Prop where
  symm : A.IsSymmetric
  ortho : ∀ i j, i ≤ n → j ≤ n → inner ℂ (q i) (q j) = if i = j then (1 : ℂ) else 0
  start : 0 < n → A (q 0) = (a 0 : ℂ) • q 0 + (b 1 : ℂ) • q 1
  step : ∀ j, j + 1 < n → A (q (j + 1)) =
    (b (j + 1) : ℂ) • q j + (a (j + 1) : ℂ) • q (j + 1) + (b (j + 2) : ℂ) • q (j + 2)
```

`LanczosChain` bundles four hypotheses: symmetry, orthonormality of $q_0,\dots,q_n$, and the recursion at the first site and at later sites $j<n$. No recursion equation is assumed for $Aq_n$, although symmetry fixes its components along $q_0,\dots,q_{n-1}$. The couplings may have any sign or vanish. The recursion is assumed, not constructed from $A$ and $q_0$, and orthonormality is exact, unlike in a floating-point Lanczos run.

```lean
/-- The tridiagonal Hamiltonian of the semi-infinite chain, acting on site amplitudes `c`. -/
def hop (a b c : ℕ → ℝ) : ℕ → ℝ
  | 0 => a 0 * c 0 + b 1 * c 1
  | j + 1 => b (j + 1) * c j + a (j + 1) * c (j + 1) + b (j + 2) * c (j + 2)
```

This is the chain Hamiltonian $H$ acting on real amplitudes: $(Hc)_0=a_0c_0+b_1c_1$ and $(Hc)_{j+1}=b_{j+1}c_j+a_{j+1}c_{j+1}+b_{j+2}c_{j+2}$.

```lean
/-- The site amplitudes after `k` applications of the chain Hamiltonian to site `0`. -/
def amp (a b : ℕ → ℝ) : ℕ → ℕ → ℝ
  | 0 => fun j => if j = 0 then 1 else 0
  | k + 1 => hop a b (amp a b k)
```

Write $c_k(j)$ for `amp a b k j`. Then $c_0(j)=\delta_{j0}$ and $c_{k+1}=Hc_k$.

## From the operator to the chain

```lean
/-- After `k` applications of the chain Hamiltonian no site beyond `k` is reached. -/
theorem amp_eq_zero (a b : ℕ → ℝ) (k : ℕ) : ∀ j, k < j → amp a b k j = 0 := by
  induction k with
  | zero =>
    intro j hj
    have : j ≠ 0 := by omega
    simp [amp, this]
  | succ k ih =>
    intro j hj
    cases j with
    | zero => omega
    | succ j =>
      change hop a b (amp a b k) (j + 1) = 0
      simp only [hop, ih j (by omega), ih (j + 1) (by omega), ih (j + 2) (by omega)]
      ring
```

Each application of $H$ reaches at most one new site. If $c_k$ vanishes beyond site $k$, then for $j>k$ all three terms of $c_{k+1}(j+1)$ contain zero amplitudes. This is the induction step.

```lean
/-- For `m < n`, on a superposition of the first `m + 1` chain states `A` acts as the chain
Hamiltonian, up to two terms at the boundary. -/
theorem apply_superposition {A : E →ₗ[ℂ] E} {q : ℕ → E} {a b : ℕ → ℝ} {n : ℕ}
    (h : LanczosChain A q a b n) (c : ℕ → ℝ) (m : ℕ) (hm : m < n) :
    A (∑ j ∈ range (m + 1), (c j : ℂ) • q j) =
      ∑ j ∈ range (m + 1), (hop a b c j : ℂ) • q j
        + ((c m * b (m + 1) : ℝ) : ℂ) • q (m + 1)
        - ((c (m + 1) * b (m + 1) : ℝ) : ℂ) • q m := by
  induction m with
  | zero =>
    simp only [zero_add, sum_range_one, map_smul, h.start hm, hop]
    push_cast
    module
  | succ m ih =>
    rw [sum_range_succ, sum_range_succ (fun j => (hop a b c j : ℂ) • q j) (m + 1),
      map_add, ih (by omega), map_smul, h.step m hm]
    simp only [hop, Nat.add_assoc, Nat.reduceAdd]
    push_cast
    module
```

For $m<n$ the theorem says

$$A\sum_{j\le m}c_jq_j=\sum_{j\le m}(Hc)_jq_j+c_mb_{m+1}q_{m+1}-c_{m+1}b_{m+1}q_m .$$

At $m=0$ both sides equal $c_0a_0q_0+c_0b_1q_1$. To go from $m$ to $m+1$, add

$$c_{m+1}Aq_{m+1}=c_{m+1}(b_{m+1}q_m+a_{m+1}q_{m+1}+b_{m+2}q_{m+2}).$$

The first term cancels the old subtraction. The coefficient of $q_{m+1}$ becomes $c_mb_{m+1}+a_{m+1}c_{m+1}=(Hc)_{m+1}-b_{m+2}c_{m+2}$, which supplies the new one. The tactic `module` checks this vector algebra.

```lean
/-- For `k ≤ n`, the Krylov vector `A^k q_0` is the superposition of chain states with amplitudes
`amp a b k`. -/
theorem krylov_expansion {A : E →ₗ[ℂ] E} {q : ℕ → E} {a b : ℕ → ℝ} {n : ℕ}
    (h : LanczosChain A q a b n) (k : ℕ) (hk : k ≤ n) :
    (A ^ k) (q 0) = ∑ j ∈ range (k + 1), (amp a b k j : ℂ) • q j := by
  induction k with
  | zero => simp [amp]
  | succ k ih =>
    have z1 := amp_eq_zero a b k (k + 1) (by omega)
    have z2 := amp_eq_zero a b k (k + 2) (by omega)
    -- the newly reached site is fed only by its left neighbour
    have e : amp a b (k + 1) (k + 1) = amp a b k k * b (k + 1) := by
      change hop a b (amp a b k) (k + 1) = _
      simp only [hop, z1, z2]
      ring
    rw [pow_succ', Module.End.mul_apply, ih (by omega),
      apply_superposition h _ k (by omega), sum_range_succ _ (k + 1), e, z1]
    simp [amp]
```

For $k\le n$, $A^kq_0=\sum_{j\le k}c_k(j)q_j$. In the induction, apply the previous identity to $c_k$ with $m=k$. The subtracted term vanishes because $c_k(k+1)=0$, and the added one is $c_k(k)b_{k+1}q_{k+1}=c_{k+1}(k+1)q_{k+1}$, the missing last term of the sum.

## Moments as overlaps

```lean
/-- Moments up to order `2n` from `n` recursion steps: `⟨q_0, A^(k+l) q_0⟩` is the overlap of
the chain amplitudes after `k` and after `l` steps. -/
theorem moment_eq_overlap {A : E →ₗ[ℂ] E} {q : ℕ → E} {a b : ℕ → ℝ} {n : ℕ}
    (h : LanczosChain A q a b n) (k l : ℕ) (hk : k ≤ n) (hl : l ≤ n) :
    moment A (q 0) (k + l) =
      ((∑ j ∈ range (n + 1), amp a b k j * amp a b l j : ℝ) : ℂ) := by
  -- symmetry moves powers of `A` between the two slots
  have hs : ∀ (p : ℕ) (x y : E), inner ℂ ((A ^ p) x) y = inner ℂ x ((A ^ p) y) := by
    intro p
    induction p with
    | zero => intro x y; simp
    | succ p ih =>
      intro x y
      rw [pow_succ, Module.End.mul_apply, ih, h.symm, ← Module.End.mul_apply,
        ← pow_succ', pow_succ]
  have ex : ∀ p, p ≤ n →
      (A ^ p) (q 0) = ∑ j ∈ range (n + 1), (amp a b p j : ℂ) • q j := by
    intro p hp
    rw [krylov_expansion h p hp]
    apply sum_subset
    · intro x hx
      simp only [mem_range] at *
      omega
    · intro x _ hx
      simp only [mem_range] at hx
      rw [amp_eq_zero a b p x (by omega)]
      simp
  rw [moment, pow_add, Module.End.mul_apply, ← hs, ex k hk, ex l hl, sum_inner,
    Complex.ofReal_sum]
  refine sum_congr rfl fun i hi => ?_
  have hi' : i ≤ n := by simp only [mem_range] at hi; omega
  -- orthonormality leaves only the diagonal term
  rw [inner_sum, sum_eq_single i]
  · rw [inner_smul_left, inner_smul_right, h.ortho i i hi' hi']
    simp
  · intro j hj hji
    have hj' : j ≤ n := by simp only [mem_range] at hj; omega
    rw [inner_smul_left, inner_smul_right, h.ortho i j hi' hj', if_neg (Ne.symm hji)]
    simp
  · intro hn
    exact absurd hi hn
```

For $k,l\le n$, symmetry (`hs`) and the expansion, padded with zeros up to site $n$ (`ex`), give

$$m_{k+l}=\langle A^kq_0,A^lq_0\rangle=\sum_{i,j\le n}c_k(i)c_l(j)\langle q_i,q_j\rangle=\sum_{j\le n}c_k(j)c_l(j).$$

The amplitudes are real, so the moment is too.

```lean
/-- Two systems with the same recursion coefficients over `n` steps have the same moments up
to order `2n`. -/
theorem moments_agree {A : E →ₗ[ℂ] E} {B : F →ₗ[ℂ] F} {q : ℕ → E} {r : ℕ → F}
    {a b : ℕ → ℝ} {n : ℕ} (hA : LanczosChain A q a b n) (hB : LanczosChain B r a b n)
    (m : ℕ) (hm : m ≤ 2 * n) : moment A (q 0) m = moment B (r 0) m := by
  obtain ⟨k, l, hk, hl, rfl⟩ : ∃ k l, k ≤ n ∧ l ≤ n ∧ m = k + l :=
    ⟨min m n, m - min m n, by omega, by omega, by omega⟩
  rw [moment_eq_overlap hA k l hk hl, moment_eq_overlap hB k l hk hl]
```

Any $m\le2n$ splits as $k+l$ with $k,l\le n$. Two systems with the same coefficients, even in different spaces, therefore share these moments.

```lean
/-- The first four moments in terms of the recursion coefficients of two steps. -/
theorem first_four_moments {A : E →ₗ[ℂ] E} {q : ℕ → E} {a b : ℕ → ℝ}
    (h : LanczosChain A q a b 2) :
    moment A (q 0) 1 = a 0 ∧
    moment A (q 0) 2 = (a 0 : ℂ) ^ 2 + (b 1 : ℂ) ^ 2 ∧
    moment A (q 0) 3 = (a 0 : ℂ) ^ 3 + 2 * a 0 * (b 1 : ℂ) ^ 2 + a 1 * (b 1 : ℂ) ^ 2 ∧
    moment A (q 0) 4 = ((a 0 : ℂ) ^ 2 + (b 1 : ℂ) ^ 2) ^ 2
      + (b 1 : ℂ) ^ 2 * ((a 0 : ℂ) + a 1) ^ 2 + (b 1 : ℂ) ^ 2 * (b 2 : ℂ) ^ 2 := by
  have e00 : amp a b 0 0 = 1 := by simp [amp]
  have e01 : amp a b 0 1 = 0 := by simp [amp]
  have e02 : amp a b 0 2 = 0 := by simp [amp]
  have e10 : amp a b 1 0 = a 0 := by simp [amp, hop]
  have e11 : amp a b 1 1 = b 1 := by simp [amp, hop]
  have e12 : amp a b 1 2 = 0 := by simp [amp, hop]
  have e20 : amp a b 2 0 = a 0 * a 0 + b 1 * b 1 := by simp [amp, hop]
  have e21 : amp a b 2 1 = b 1 * a 0 + a 1 * b 1 := by simp [amp, hop]
  have e22 : amp a b 2 2 = b 2 * b 1 := by simp [amp, hop]
  refine ⟨(moment_eq_overlap h 0 1 (by omega) (by omega)).trans ?_,
    (moment_eq_overlap h 1 1 (by omega) (by omega)).trans ?_,
    (moment_eq_overlap h 1 2 (by omega) (by omega)).trans ?_,
    (moment_eq_overlap h 2 2 (by omega) (by omega)).trans ?_⟩ <;>
  · simp only [sum_range_succ, sum_range_zero, e00, e01, e02, e10, e11, e12, e20, e21, e22]
    push_cast
    ring
```

On sites $0,1,2$ the amplitudes are

$$c_0=(1,0,0),\quad c_1=(a_0,b_1,0),\quad c_2=(a_0^2+b_1^2,\;b_1(a_0+a_1),\;b_1b_2).$$

The moments are the dot products $m_1=c_0\cdot c_1$, $m_2=c_1\cdot c_1$, $m_4=c_2\cdot c_2$ and
$$m_3=c_1\cdot c_2=a_0(a_0^2+b_1^2)+b_1^2(a_0+a_1).$$
The facts `e00` to `e22` are these nine amplitudes.

```lean
/-- The Hankel determinant of the moments of order `0` to `4` equals `b1^4 b2^2`. -/
theorem hankel_det {A : E →ₗ[ℂ] E} {q : ℕ → E} {a b : ℕ → ℝ}
    (h : LanczosChain A q a b 2) :
    Matrix.det !![1, moment A (q 0) 1, moment A (q 0) 2;
      moment A (q 0) 1, moment A (q 0) 2, moment A (q 0) 3;
      moment A (q 0) 2, moment A (q 0) 3, moment A (q 0) 4]
      = (b 1 : ℂ) ^ 4 * (b 2 : ℂ) ^ 2 := by
  obtain ⟨h1, h2, h3, h4⟩ := first_four_moments h
  rw [h1, h2, h3, h4, Matrix.det_fin_three]
  simp only [Matrix.of_apply, Matrix.cons_val]
  ring
```

By hand, the matrix with entries $m_{k+l}$ is $CC^{T}$, where $C$ has rows $c_0,c_1,c_2$. The matrix $C$ is triangular with diagonal $1,b_1,b_1b_2$, so the determinant of $CC^{T}$ is $(b_1^2b_2)^2=b_1^4b_2^2$. Lean substitutes the moments and expands.

## Coefficients from moments

```lean
/-- The inverse problem: if the first coupling is nonzero, the first four moments give back
`a1` and `b2^2`; the variance gives `b1^2`. -/
theorem coefficients_from_moments {A : E →ₗ[ℂ] E} {q : ℕ → E} {a b : ℕ → ℝ}
    (h : LanczosChain A q a b 2) (hb : b 1 ≠ 0) (m : ℕ → ℂ) (hm : m = moment A (q 0)) :
    (b 1 : ℂ) ^ 2 = m 2 - m 1 ^ 2 ∧
    (a 1 : ℂ) = (m 3 - 2 * m 1 * m 2 + m 1 ^ 3) / (m 2 - m 1 ^ 2) ∧
    (b 2 : ℂ) ^ 2 = ((m 4 - m 2 ^ 2) * (m 2 - m 1 ^ 2) - (m 3 - m 1 * m 2) ^ 2)
      / (m 2 - m 1 ^ 2) ^ 2 := by
  obtain ⟨h1, h2, h3, h4⟩ := first_four_moments h
  have hb' : (b 1 : ℂ) ≠ 0 := Complex.ofReal_ne_zero.mpr hb
  subst hm
  have hv : moment A (q 0) 2 - moment A (q 0) 1 ^ 2 = (b 1 : ℂ) ^ 2 := by
    rw [h1, h2]; ring
  refine ⟨hv.symm, ?_, ?_⟩
  · rw [hv, eq_div_iff (pow_ne_zero 2 hb'), h1, h2, h3]
    ring
  · rw [hv, eq_div_iff (pow_ne_zero 2 (pow_ne_zero 2 hb')), h1, h2, h3, h4]
    ring
```

The variance is $m_2-m_1^2=b_1^2$. Substitution gives

$$m_3-2m_1m_2+m_1^3=a_1b_1^2,\qquad m_3-m_1m_2=b_1^2(a_0+a_1),$$
$$(m_4-m_2^2)b_1^2-(m_3-m_1m_2)^2=b_1^4b_2^2.$$

Dividing by $b_1^2$ and $b_1^4$ yields $a_1$ and $b_2^2$. The hypothesis `hb` says that $q_0$ couples to the next state, so it is not an eigenstate. The couplings are recovered only as squares.

## A three-site example

```lean
/-- The tight-binding Hamiltonian of an open chain of three sites. -/
def threeSite (a b : ℕ → ℝ) : EuclideanSpace ℂ (Fin 3) →ₗ[ℂ] EuclideanSpace ℂ (Fin 3) where
  toFun x := !₂[a 0 * x 0 + b 1 * x 1, b 1 * x 0 + a 1 * x 1 + b 2 * x 2,
    b 2 * x 1 + a 2 * x 2]
  map_add' x y := by
    ext i
    fin_cases i <;> simp <;> ring
  map_smul' c x := by
    ext i
    fin_cases i <;> simp <;> ring
```

This is an open tight-binding chain with on-site energies $a_0,a_1,a_2$ and hoppings $b_1,b_2$.

```lean
/-- The state localised on site `j` of the three-site chain for `j ≤ 2`; the zero vector for larger
`j`. -/
def site (j : ℕ) : EuclideanSpace ℂ (Fin 3) :=
  WithLp.toLp 2 (fun i => if (i : ℕ) = j then 1 else 0)
```

`site j` is the state localised on site $j$, for $j=0,1,2$.

```lean
/-- The three-site chain with its localised states is a Lanczos chain of two steps, for any
on-site terms and couplings. -/
theorem lanczosChain_witness (a b : ℕ → ℝ) :
    LanczosChain (threeSite a b) site a b 2 where
  symm := by
    intro x y
    simp [threeSite, PiLp.inner_apply, Fin.sum_univ_three]
    ring
  ortho := by
    intro i j hi hj
    rw [PiLp.inner_apply, Fin.sum_univ_three]
    interval_cases i <;> interval_cases j <;> simp [site]
  start := by
    intro _
    ext i
    fin_cases i <;> simp [threeSite, site]
  step := by
    intro j hj
    obtain rfl : j = 0 := by omega
    ext i
    fin_cases i <;> simp [threeSite, site]

end

end RecursionMethodMoments
```

For all real parameters, this chain satisfies `LanczosChain` with $n=2$. Symmetry and orthonormality are checked in components, and the two recursion equations are the first two columns of the Hamiltonian. The energy $a_2$ does not enter the moments up to order four.

```lean
#print axioms RecursionMethodMoments.moments_agree
#print axioms RecursionMethodMoments.hankel_det
#print axioms RecursionMethodMoments.coefficients_from_moments
```

```
'RecursionMethodMoments.moments_agree' depends on axioms: [propext, Classical.choice, Quot.sound]
'RecursionMethodMoments.hankel_det' depends on axioms: [propext, Classical.choice, Quot.sound]
'RecursionMethodMoments.coefficients_from_moments' depends on axioms: [propext, Classical.choice, Quot.sound]
```
